# The trace of the Trotter product of two complex matrices converges at order 1/k² or better

Let $A$ and $B$ be complex $n\times n$ matrices and $k\ge 1$ the number of steps. The norm $\|M\|$ is the maximal absolute row sum, and $S=\|A\|+\|B\|$. The primitive step is $L(A,B)=e^Ae^B$ and the symmetric step is $G(A,B)=e^{A/2}e^Be^{A/2}$. A product of $k$ steps uses $A/k$ and $B/k$. Then

$$\left|\operatorname{tr}\,(e^{A/k}e^{B/k})^k-\operatorname{tr}\,e^{A+B}\right|\le \frac{C}{k^2},\qquad C=11\,n\,S^3e^{3S}.$$

## Partition functions from primitive slices

Let $T$ and $V$ be the matrices of the kinetic and potential energy in a finite orthonormal basis, and $\beta\ge0$ the inverse temperature. With $A=-\beta T$ and $B=-\beta V$, the bound controls the error of the partition function $\operatorname{tr}\,e^{-\beta(T+V)}$ in this basis when it is computed with $k$ imaginary-time slices. A code that needs only this trace can use the primitive factorisation without losing the second-order accuracy of the symmetric one.

## From one symmetric step to the trace

**Taylor remainder.** Let $R_m(X)=e^X-\sum_{i<m}X^i/i!=\sum_{j\ge0}X^{j+m}/(j+m)!$. Since $(j+m)!\ge j!$, we have $\|R_m(X)\|\le\|X\|^me^{\|X\|}$.

**One step.** Put $x=A/2$, $u=x^2/2$ and $v=B^2/2$. The second-order terms agree:

$$\tfrac12(A+B)^2=2u+x^2+xB+Bx+v.$$

Expanding the exponentials one at a time therefore leaves

$$\begin{aligned}
e^xe^Be^x-e^{A+B}={}&R_3(x)e^Be^x+uR_1(B)e^x+uR_1(x)+xR_2(B)e^x\\
&+xBR_1(x)+xR_2(x)+R_3(B)e^x+vR_1(x)\\
&+BR_2(x)+R_3(x)-R_3(A+B).
\end{aligned}$$

Each of the eleven terms has total order three and at most three factors. A factor of order $i$ has norm at most $S^ie^S$, so the sum is at most $11S^3e^{3S}$.

**All steps.** Let $s=S/k$, $X=G(A/k,B/k)$ and $Y=e^{(A+B)/k}$. Both norms are at most $e^s$, and

$$X^k-Y^k=\sum_{j=0}^{k-1}X^j(X-Y)Y^{k-1-j}.$$

Since $(k+2)s\le3ks=3S$,

$$\|X^k-Y^k\|\le k\,e^{(k-1)s}\,11s^3e^{3s}=11k\,s^3e^{(k+2)s}\le\frac{11S^3e^{3S}}{k^2}.$$

**Trace.** With $P=e^{A/(2k)}$ and $Q=e^{B/k}$, cyclicity gives $\operatorname{tr}(PPQ)^k=\operatorname{tr}(PQP)^k$. The primitive and symmetric traces are equal for every $k$. Each diagonal entry is bounded by its row sum, so $|\operatorname{tr}M|\le n\|M\|$, which gives the result.

## Exact and 2×2 cases

For $n=1$ the exponentials commute and the error is zero for every $k$.

For $A=\begin{pmatrix}0&1\\0&0\end{pmatrix}$ and $B=\begin{pmatrix}0&0\\1&0\end{pmatrix}$, one step is $\begin{pmatrix}1+k^{-2}&k^{-1}\\k^{-1}&1\end{pmatrix}$, and $\operatorname{tr}e^{A+B}=2\cosh1\approx3.0862$.

| $k$ | trace | trace error | error of the (1,1) entry |
|---|---|---|---|
| 1 | 3.0000 | 0.0862 | 0.457 |
| 2 | 3.0625 | 0.0237 | 0.269 |
| 4 | 3.0801 | 0.0061 | 0.142 |

Doubling $k$ divides the trace error by nearly four, but the entry error only by nearly two. Here $C\approx7.1\times10^4$, so the bound is far from sharp. These $A$ and $B$ are not Hermitian: they illustrate the matrix bound, not a physical splitting into kinetic and potential energy.

## The Lean file

```lean
import Mathlib

open Finset
open NormedSpace (exp)

namespace TrotterTraceRate

noncomputable section

attribute [local instance] Matrix.linftyOpNormedRing Matrix.linftyOpNormedAlgebra

variable {ι : Type*} [Fintype ι] [DecidableEq ι]

/-- The primitive splitting step `e^A e^B`. -/
def lieStep (A B : Matrix ι ι ℂ) : Matrix ι ι ℂ := exp A * exp B

/-- The symmetric splitting step `e^{A/2} e^B e^{A/2}`. -/
def strangStep (A B : Matrix ι ι ℂ) : Matrix ι ι ℂ :=
  exp ((2 : ℂ)⁻¹ • A) * exp B * exp ((2 : ℂ)⁻¹ • A)

/-- The identity matrix of nonzero size has maximal absolute row sum one. -/
local instance rowSumNormOne [Nonempty ι] : NormOneClass (Matrix ι ι ℂ) :=
  ⟨by rw [← Matrix.diagonal_one, Matrix.linfty_opNorm_diagonal]; simp⟩

/-- The Taylor series of the matrix exponential, cut after `m` terms, has an error of at most
`‖X‖^m e^‖X‖`. -/
theorem exp_taylor_remainder [Nonempty ι] (X : Matrix ι ι ℂ) (m : ℕ) :
    ‖exp X - ∑ i ∈ range m, ((i.factorial : ℂ)⁻¹) • X ^ i‖ ≤ ‖X‖ ^ m * Real.exp ‖X‖ := by
  have hb : ∀ n : ℕ, ‖((n.factorial : ℂ)⁻¹) • X ^ n‖ ≤ ‖X‖ ^ n / n.factorial := by
    intro n
    rw [norm_smul, norm_inv, Complex.norm_natCast, div_eq_inv_mul]
    exact mul_le_mul_of_nonneg_left (norm_pow_le X n) (by positivity)
  have hs : Summable (fun n : ℕ => ((n.factorial : ℂ)⁻¹) • X ^ n) :=
    Summable.of_norm_bounded (Real.summable_pow_div_factorial ‖X‖) hb
  have he : exp X = ∑' n : ℕ, ((n.factorial : ℂ)⁻¹) • X ^ n :=
    congrFun (NormedSpace.exp_eq_tsum ℂ) X
  have ht : exp X - ∑ i ∈ range m, ((i.factorial : ℂ)⁻¹) • X ^ i
      = ∑' n : ℕ, (((n + m).factorial : ℂ)⁻¹) • X ^ (n + m) := by
    rw [he]
    exact sub_eq_of_eq_add' (hs.sum_add_tsum_nat_add m).symm
  have hr : HasSum (fun n : ℕ => ‖X‖ ^ n / n.factorial) (Real.exp ‖X‖) := by
    have h := (Real.summable_pow_div_factorial ‖X‖).hasSum
    have h2 : ∑' n : ℕ, ‖X‖ ^ n / n.factorial = Real.exp ‖X‖ := by
      rw [Real.exp_eq_exp_ℝ, NormedSpace.exp_eq_tsum_div]
    rwa [h2] at h
  rw [ht]
  refine tsum_of_norm_bounded (hr.mul_left (‖X‖ ^ m)) fun n => (hb (n + m)).trans ?_
  have hf : (n.factorial : ℝ) ≤ ((n + m).factorial : ℝ) := by
    exact_mod_cast Nat.factorial_le (Nat.le_add_right n m)
  have hp : (0 : ℝ) < n.factorial := by exact_mod_cast n.factorial_pos
  rw [pow_add, mul_comm (‖X‖ ^ n), mul_div_assoc]
  exact mul_le_mul_of_nonneg_left (div_le_div_of_nonneg_left (by positivity) hp hf)
    (by positivity)

/-- One symmetric step differs from `e^{A+B}` by at most `11 s^3 e^{3s}`, where `s = ‖A‖ + ‖B‖`. -/
theorem strang_local_error [Nonempty ι] (A B : Matrix ι ι ℂ) :
    ‖strangStep A B - exp (A + B)‖
      ≤ 11 * ((‖A‖ + ‖B‖) ^ 3 * Real.exp (‖A‖ + ‖B‖) ^ 3) := by
  unfold strangStep
  have hA0 := norm_nonneg A
  have hB0 := norm_nonneg B
  have hx : ‖(2 : ℂ)⁻¹ • A‖ ≤ ‖A‖ + ‖B‖ := by
    have h2 : ‖(2 : ℂ)⁻¹‖ = 1 / 2 := by norm_num
    rw [norm_smul, h2]; linarith
  have hy : ‖B‖ ≤ ‖A‖ + ‖B‖ := by linarith
  have hz : ‖A + B‖ ≤ ‖A‖ + ‖B‖ := norm_add_le A B
  have hA : A = (2 : ℂ)⁻¹ • A + (2 : ℂ)⁻¹ • A := by module
  have hs0 : 0 ≤ ‖A‖ + ‖B‖ := by positivity
  generalize ‖A‖ + ‖B‖ = s at *
  generalize (2 : ℂ)⁻¹ • A = x at *
  have hE : 1 ≤ Real.exp s := Real.one_le_exp hs0
  have tail : ∀ X : Matrix ι ι ℂ, ‖X‖ ≤ s → ∀ m : ℕ,
      ‖exp X - ∑ i ∈ range m, ((i.factorial : ℂ)⁻¹) • X ^ i‖ ≤ s ^ m * Real.exp s :=
    fun X h m => (exp_taylor_remainder X m).trans (by gcongr)
  generalize Real.exp s = E at *
  have r0 : ∀ X : Matrix ι ι ℂ, ‖X‖ ≤ s → ‖exp X‖ ≤ s ^ 0 * E :=
    fun X h => by simpa using tail X h 0
  have r1 : ∀ X : Matrix ι ι ℂ, ‖X‖ ≤ s → ‖exp X - 1‖ ≤ s ^ 1 * E :=
    fun X h => by simpa using tail X h 1
  have r2 : ∀ X : Matrix ι ι ℂ, ‖X‖ ≤ s → ‖exp X - 1 - X‖ ≤ s ^ 2 * E :=
    fun X h => by simpa [sum_range_succ, sub_sub] using tail X h 2
  have r3 : ∀ X : Matrix ι ι ℂ, ‖X‖ ≤ s →
      ‖exp X - 1 - X - (2 : ℂ)⁻¹ • X ^ 2‖ ≤ s ^ 3 * E := by
    intro X h
    have e : ∑ i ∈ range 3, ((i.factorial : ℂ)⁻¹) • X ^ i = 1 + X + (2 : ℂ)⁻¹ • X ^ 2 := by
      simp [sum_range_succ, Nat.factorial]
    have h3 := tail X h 3
    rwa [e, ← sub_sub, ← sub_sub] at h3
  have p0 : ‖(1 : Matrix ι ι ℂ)‖ ≤ s ^ 0 * E := by rw [norm_one]; simpa using hE
  have p1 : ∀ X : Matrix ι ι ℂ, ‖X‖ ≤ s → ‖X‖ ≤ s ^ 1 * E := fun X h => by
    rw [pow_one]; exact h.trans (le_mul_of_one_le_right hs0 hE)
  have p2 : ∀ X : Matrix ι ι ℂ, ‖X‖ ≤ s → ‖(2 : ℂ)⁻¹ • X ^ 2‖ ≤ s ^ 2 * E := by
    intro X h
    have a : ‖X ^ 2‖ ≤ s ^ 2 := (norm_pow_le X 2).trans (by gcongr)
    have b : s ^ 2 ≤ s ^ 2 * E := le_mul_of_one_le_right (by positivity) hE
    have h2 : ‖(2 : ℂ)⁻¹‖ = 1 / 2 := by norm_num
    rw [norm_smul, h2]
    linarith [norm_nonneg (X ^ 2)]
  have P : ∀ {u v w : Matrix ι ι ℂ} {i j l : ℕ}, ‖u‖ ≤ s ^ i * E → ‖v‖ ≤ s ^ j * E →
      ‖w‖ ≤ s ^ l * E → i + j + l = 3 → ‖u * v * w‖ ≤ s ^ 3 * E ^ 3 := by
    intro u v w i j l hu hv hw h
    calc ‖u * v * w‖ ≤ ‖u‖ * ‖v‖ * ‖w‖ :=
          (norm_mul_le _ _).trans
            (mul_le_mul_of_nonneg_right (norm_mul_le _ _) (norm_nonneg _))
      _ ≤ (s ^ i * E) * (s ^ j * E) * (s ^ l * E) := by gcongr
      _ = s ^ (i + j + l) * E ^ 3 := by ring
      _ = s ^ 3 * E ^ 3 := by rw [h]
  -- the second-order terms of both sides agree
  have hq : (2 : ℂ)⁻¹ • (A + B) ^ 2 = (2 : ℂ)⁻¹ • x ^ 2 + (2 : ℂ)⁻¹ • x ^ 2 + x * x
      + x * B + B * x + (2 : ℂ)⁻¹ • B ^ 2 := by
    rw [hA]
    simp only [pow_two, mul_add, add_mul, smul_add]
    module
  -- hence the difference is a sum of eleven products of total order three
  have key : ∀ u v e f g : Matrix ι ι ℂ, e * f * e - g =
      (e - 1 - x - u) * f * e + u * (f - 1) * e + u * 1 * (e - 1) + x * (f - 1 - B) * e
      + x * B * (e - 1) + x * 1 * (e - 1 - x) + 1 * (f - 1 - B - v) * e + 1 * v * (e - 1)
      + 1 * B * (e - 1 - x) + 1 * 1 * (e - 1 - x - u)
      - 1 * 1 * (g - 1 - (x + x + B) - (u + u + x * x + x * B + B * x + v)) := by
    intro u v e f g
    simp only [mul_sub, sub_mul, mul_add, mul_one, one_mul, mul_assoc]
    abel
  have hl := r3 (A + B) hz
  rw [hq] at hl
  have hAB : A + B = x + x + B := by rw [← hA]
  rw [hAB] at hl ⊢
  rw [key ((2 : ℂ)⁻¹ • x ^ 2) ((2 : ℂ)⁻¹ • B ^ 2)]
  have a2 := norm_add_le_of_le (P (r3 x hx) (r0 B hy) (r0 x hx) rfl)
    (P (p2 x hx) (r1 B hy) (r0 x hx) rfl)
  have a4 := norm_add_le_of_le (norm_add_le_of_le a2 (P (p2 x hx) p0 (r1 x hx) rfl))
    (P (p1 x hx) (r2 B hy) (r0 x hx) rfl)
  have a6 := norm_add_le_of_le (norm_add_le_of_le a4 (P (p1 x hx) (p1 B hy) (r1 x hx) rfl))
    (P (p1 x hx) p0 (r2 x hx) rfl)
  have a8 := norm_add_le_of_le (norm_add_le_of_le a6 (P p0 (r3 B hy) (r0 x hx) rfl))
    (P p0 (p2 B hy) (r1 x hx) rfl)
  have a10 := norm_add_le_of_le (norm_add_le_of_le a8 (P p0 (p1 B hy) (r2 x hx) rfl))
    (P p0 p0 (r3 x hx) rfl)
  refine (norm_sub_le_of_le a10 (P p0 p0 hl rfl)).trans (le_of_eq ?_)
  ring

/-- If `‖X‖, ‖Y‖ ≤ M`, then the powers `X^(m+1)` and `Y^(m+1)` differ by at most `(m + 1) M^m ‖X -
Y‖`. -/
theorem error_accumulation [Nonempty ι] {X Y : Matrix ι ι ℂ} {M : ℝ} (hX : ‖X‖ ≤ M)
    (hY : ‖Y‖ ≤ M) (m : ℕ) :
    ‖X ^ (m + 1) - Y ^ (m + 1)‖ ≤ (m + 1) * M ^ m * ‖X - Y‖ := by
  have hM : 0 ≤ M := (norm_nonneg X).trans hX
  induction m with
  | zero => simp
  | succ m ih =>
    have h : X ^ (m + 1 + 1) - Y ^ (m + 1 + 1)
        = X ^ (m + 1) * (X - Y) + (X ^ (m + 1) - Y ^ (m + 1)) * Y := by
      rw [pow_succ X (m + 1), pow_succ Y (m + 1), mul_sub, sub_mul]; abel
    have hp : ‖X ^ (m + 1)‖ ≤ M ^ (m + 1) :=
      (norm_pow_le X _).trans (pow_le_pow_left₀ (norm_nonneg X) hX _)
    rw [h]
    refine (norm_add_le_of_le
      ((norm_mul_le _ _).trans (mul_le_mul_of_nonneg_right hp (norm_nonneg _)))
      ((norm_mul_le _ _).trans (mul_le_mul ih hY (norm_nonneg _) (by positivity)))).trans
      (le_of_eq ?_)
    push_cast
    ring

/-- The product of `k` symmetric steps of size `1/k` approximates `e^{A+B}` with an error of at most
an explicit constant, depending on `A` and `B`, over `k²`. -/
theorem strang_global_error [Nonempty ι] (A B : Matrix ι ι ℂ) {k : ℕ} (hk : 1 ≤ k) :
    ‖strangStep ((k : ℂ)⁻¹ • A) ((k : ℂ)⁻¹ • B) ^ k - exp (A + B)‖
      ≤ 11 * (‖A‖ + ‖B‖) ^ 3 * Real.exp (3 * (‖A‖ + ‖B‖)) / k ^ 2 := by
  obtain ⟨m, rfl⟩ : ∃ m, k = m + 1 := ⟨k - 1, by omega⟩
  have hc : ((m + 1 : ℕ) : ℂ) ≠ 0 := Nat.cast_ne_zero.mpr (Nat.succ_ne_zero m)
  have hS : ‖A‖ + ‖B‖ = ((m : ℝ) + 1) *
      (‖((m + 1 : ℕ) : ℂ)⁻¹ • A‖ + ‖((m + 1 : ℕ) : ℂ)⁻¹ • B‖) := by
    rw [norm_smul, norm_smul, norm_inv, Complex.norm_natCast]
    push_cast
    field_simp
  have hexp : exp (A + B)
      = exp (((m + 1 : ℕ) : ℂ)⁻¹ • A + ((m + 1 : ℕ) : ℂ)⁻¹ • B) ^ (m + 1) := by
    rw [← Matrix.exp_nsmul, ← smul_add, ← Nat.cast_smul_eq_nsmul ℂ, smul_smul,
      mul_inv_cancel₀ hc, one_smul]
  rw [hS, hexp]
  generalize ((m + 1 : ℕ) : ℂ)⁻¹ • A = a
  generalize ((m + 1 : ℕ) : ℂ)⁻¹ • B = b
  have hn : ∀ X : Matrix ι ι ℂ, ‖exp X‖ ≤ Real.exp ‖X‖ := fun X => by
    simpa using exp_taylor_remainder X 0
  have hX : ‖strangStep a b‖ ≤ Real.exp (‖a‖ + ‖b‖) := by
    have h2 : ‖(2 : ℂ)⁻¹ • a‖ = ‖a‖ / 2 := by
      rw [norm_smul, norm_inv, Complex.norm_ofNat]; ring
    have h := hn ((2 : ℂ)⁻¹ • a)
    rw [h2] at h
    calc ‖strangStep a b‖ ≤ Real.exp (‖a‖ / 2) * Real.exp ‖b‖ * Real.exp (‖a‖ / 2) :=
          (norm_mul_le _ _).trans (mul_le_mul ((norm_mul_le _ _).trans
            (mul_le_mul h (hn b) (norm_nonneg _) (by positivity))) h (norm_nonneg _)
            (by positivity))
      _ = Real.exp (‖a‖ + ‖b‖) := by
          rw [← Real.exp_add, ← Real.exp_add]; congr 1; ring
  have hY : ‖exp (a + b)‖ ≤ Real.exp (‖a‖ + ‖b‖) :=
    (hn _).trans (Real.exp_le_exp.mpr (norm_add_le a b))
  have hloc := strang_local_error a b
  have hacc := error_accumulation hX hY m
  have hs0 : 0 ≤ ‖a‖ + ‖b‖ := by positivity
  generalize ‖a‖ + ‖b‖ = s at *
  have hms : 0 ≤ (m : ℝ) * s := by positivity
  calc _ ≤ ((m : ℝ) + 1) * Real.exp s ^ m * (11 * (s ^ 3 * Real.exp s ^ 3)) :=
        hacc.trans (mul_le_mul_of_nonneg_left hloc (by positivity))
    _ = 11 * ((m : ℝ) + 1) * s ^ 3 * Real.exp (((m + 3 : ℕ) : ℝ) * s) := by
        rw [Real.exp_nat_mul]; ring
    _ ≤ 11 * ((m : ℝ) + 1) * s ^ 3 * Real.exp (3 * (((m : ℝ) + 1) * s)) := by
        refine mul_le_mul_of_nonneg_left (Real.exp_le_exp.mpr ?_) (by positivity)
        push_cast
        linarith
    _ = _ := by
        push_cast
        field_simp

/-- For every number of steps, the primitive and the symmetric products have the same trace. -/
theorem trace_lie_eq_trace_strang (A B : Matrix ι ι ℂ) (k : ℕ) :
    (lieStep A B ^ k).trace = (strangStep A B ^ k).trace := by
  have hA : exp A = exp ((2 : ℂ)⁻¹ • A) * exp ((2 : ℂ)⁻¹ • A) := by
    rw [← Matrix.exp_add_of_commute _ _ (Commute.refl _)]
    congr 1
    module
  unfold lieStep strangStep
  rw [hA, mul_assoc]
  generalize exp ((2 : ℂ)⁻¹ • A) = p
  generalize p * exp B = q
  cases k with
  | zero => simp
  | succ k =>
    -- move one half step around the trace
    have h : p * (q * p) ^ k = (p * q) ^ k * p :=
      (show SemiconjBy p (q * p) (p * q) from (mul_assoc p q p).symm).pow_right k
    rw [pow_succ, ← mul_assoc, ← h, Matrix.trace_mul_comm, ← mul_assoc, ← pow_succ']

/-- The absolute value of the trace is at most the dimension times the maximal absolute row sum. -/
theorem norm_trace_le (M : Matrix ι ι ℂ) : ‖M.trace‖ ≤ Fintype.card ι * ‖M‖ := by
  have h : ∀ i, ‖M i i‖ ≤ ‖M‖ := by
    intro i
    rw [Matrix.linfty_opNorm_def]
    have h1 : ‖M i i‖₊ ≤ univ.sup (fun i => ∑ j, ‖M i j‖₊) :=
      (single_le_sum (f := fun j => ‖M i j‖₊) (fun _ _ => by simp) (mem_univ i)).trans
        (le_sup (f := fun i => ∑ j, ‖M i j‖₊) (mem_univ i))
    exact_mod_cast h1
  calc ‖M.trace‖ ≤ ∑ i, ‖M i i‖ := norm_sum_le _ _
    _ ≤ ∑ _i : ι, ‖M‖ := sum_le_sum fun i _ => h i
    _ = Fintype.card ι * ‖M‖ := by simp

/-- The trace of the primitive Trotter product with `k` steps differs from `tr e^{A+B}` by at
most an explicit constant over `k²`; norms are maximal absolute row sums. -/
theorem trotter_trace_error (A B : Matrix ι ι ℂ) {k : ℕ} (hk : 1 ≤ k) :
    ‖(lieStep ((k : ℂ)⁻¹ • A) ((k : ℂ)⁻¹ • B) ^ k).trace - (exp (A + B)).trace‖
      ≤ Fintype.card ι *
        (11 * (‖A‖ + ‖B‖) ^ 3 * Real.exp (3 * (‖A‖ + ‖B‖)) / k ^ 2) := by
  rcases isEmpty_or_nonempty ι with hι | hι
  · simp [Matrix.trace]
  · rw [trace_lie_eq_trace_strang, ← Matrix.trace_sub]
    exact (norm_trace_le _).trans
      (mul_le_mul_of_nonneg_left (strang_global_error A B hk) (by positivity))

/-- For any complex square matrices `A` and `B` there is a constant `C` such that the trace of
the `k`-step Trotter product is within `C/k²` of `tr e^{A+B}` for all `k ≥ 1`. -/
theorem trotter_trace_rate (A B : Matrix ι ι ℂ) :
    ∃ C : ℝ, ∀ k : ℕ, 1 ≤ k →
      ‖((exp ((k : ℂ)⁻¹ • A) * exp ((k : ℂ)⁻¹ • B)) ^ k).trace - (exp (A + B)).trace‖
        ≤ C / k ^ 2 :=
  ⟨Fintype.card ι * (11 * (‖A‖ + ‖B‖) ^ 3 * Real.exp (3 * (‖A‖ + ‖B‖))), fun k hk =>
    (trotter_trace_error A B hk).trans (le_of_eq (by ring))⟩

/-- For a Hamiltonian `T + V` at inverse temperature `β ≥ 0`, the partition function computed
with `k` Trotter slices has an error bounded explicitly in `β`, `T`, `V` and `1/k²`. -/
theorem partition_function_error (T V : Matrix ι ι ℂ) {β : ℝ} (hβ : 0 ≤ β) {k : ℕ}
    (hk : 1 ≤ k) :
    ‖(lieStep (-(β / k : ℂ) • T) (-(β / k : ℂ) • V) ^ k).trace
        - (exp (-(β : ℂ) • (T + V))).trace‖
      ≤ Fintype.card ι * (11 * (β * (‖T‖ + ‖V‖)) ^ 3
        * Real.exp (3 * (β * (‖T‖ + ‖V‖))) / k ^ 2) := by
  have h := trotter_trace_error (-(β : ℂ) • T) (-(β : ℂ) • V) hk
  have hc : (k : ℂ)⁻¹ * -(β : ℂ) = -(β / k : ℂ) := by ring
  have hb : ‖-(β : ℂ)‖ = β := by
    rw [norm_neg, Complex.norm_real, Real.norm_of_nonneg hβ]
  rwa [smul_smul, smul_smul, hc, ← smul_add, norm_smul, norm_smul, hb, ← mul_add] at h

end

end TrotterTraceRate
```

```lean
#print axioms TrotterTraceRate.trotter_trace_rate
#print axioms TrotterTraceRate.partition_function_error
```

```
'TrotterTraceRate.trotter_trace_rate' depends on axioms: [propext, Classical.choice, Quot.sound]
'TrotterTraceRate.partition_function_error' depends on axioms: [propext, Classical.choice, Quot.sound]
```

## How the Lean proof follows the derivation

`exp_taylor_remainder` bounds the tail of the series. In `strang_local_error`, `key` is the eleven-term identity, checked by `abel` after expansion, and `P` bounds each product. `error_accumulation` proves the telescoping estimate by induction, and `strang_global_error` inserts the step size. `trace_lie_eq_trace_strang` moves a half step around the trace with `SemiconjBy` and `Matrix.trace_mul_comm`; `norm_trace_le` supplies the factor $n$.

## What the theorems cover

The finite type `ι` labels the basis, `Fintype.card ι` is $n$, and `(k : ℂ)⁻¹ • A` is $A/k$. `trotter_trace_error` states the explicit bound. In `trotter_trace_rate`, `C` is chosen before `k`, so one constant serves all step numbers; it depends on $A$ and $B$.

`partition_function_error` assumes $\beta\ge0$ and replaces $S$ by $\beta(\|T\|+\|V\|)$. Neither $T$ nor $V$ need be Hermitian. The guarantee is for exact arithmetic and a fixed finite basis: the constant may grow without limit as the basis is enlarged. It concerns the bare trace, not expectation values with an operator inserted, and it includes neither rounding nor sampling error.
